# The lead term GΓG* gives zero weight to a bound state decoupled from the leads

A finite device has a Hermitian Hamiltonian \(H\), a positive semidefinite lead broadening \(\Gamma\) and a numerical broadening \(\eta>0\), and its retarded Green function at real energy \(E\) is \(G=(E+i\eta-H+i\Gamma/2)^{-1}\). The star denotes the adjoint, and the spectral function is \(i(G-G^*)\), with no factor \(1/2\pi\).

```lean
import Mathlib

open Matrix MeasureTheory
open scoped ComplexOrder

namespace CaroliBoundState

noncomputable section

variable {n : Type*} [Fintype n] [DecidableEq n]

/-- The inverse Green function `E + iη - H + iΓ/2` of a device with Hamiltonian `H`
and lead broadening `Γ`. -/
def invGreen (H Γ : Matrix n n ℂ) (E η : ℝ) : Matrix n n ℂ :=
  ((E : ℂ) + η * Complex.I) • (1 : Matrix n n ℂ) - H + (Complex.I / 2) • Γ

/-- The retarded Green function, the inverse of `E + iη - H + iΓ/2`. -/
def green (H Γ : Matrix n n ℂ) (E η : ℝ) : Matrix n n ℂ := (invGreen H Γ E η)⁻¹

/-- The spectral function `i(G - G*)` of a Green function `G`. -/
def spectral (G : Matrix n n ℂ) : Matrix n n ℂ := Complex.I • (G - Gᴴ)

/-- The expectation value `⟨v, M v⟩`. -/
def expectation (v : n → ℂ) (M : Matrix n n ℂ) : ℂ := star v ⬝ᵥ (M *ᵥ v)

/-- With positive numerical broadening the Green function is a true inverse. -/
theorem invGreen_mul_green {H Γ : Matrix n n ℂ} (hH : H.IsHermitian)
    (hΓ : Γ.PosSemidef) (E : ℝ) {η : ℝ} (hη : 0 < η) :
    invGreen H Γ E η * green H Γ E η = 1 := by
  apply Matrix.mul_nonsing_inv
  rw [isUnit_iff_ne_zero]
  intro hdet
  obtain ⟨v, hv0, hv⟩ := Matrix.exists_mulVec_eq_zero_iff.mpr hdet
  have h : star v ⬝ᵥ (invGreen H Γ E η *ᵥ v) = 0 := by rw [hv, dotProduct_zero]
  simp only [invGreen, Matrix.add_mulVec, Matrix.sub_mulVec, Matrix.smul_mulVec,
    Matrix.one_mulVec, dotProduct_add, dotProduct_sub, dotProduct_smul, smul_eq_mul] at h
  -- the energy expectation is real, the norm positive, the broadening nonnegative
  have hHs : star (star v ⬝ᵥ (H *ᵥ v)) = star v ⬝ᵥ (H *ᵥ v) := by
    rw [← Matrix.star_dotProduct, Matrix.star_mulVec, hH.eq, ← Matrix.dotProduct_mulVec]
  have hHim : (star v ⬝ᵥ (H *ᵥ v)).im = 0 := Complex.conj_eq_iff_im.mp hHs
  have hg := (Complex.le_def.mp (hΓ.dotProduct_mulVec_nonneg v)).1
  have hs := Complex.le_def.mp (dotProduct_star_self_nonneg v)
  have hsim : (star v ⬝ᵥ v).im = 0 := hs.2.symm
  have hsre : 0 < (star v ⬝ᵥ v).re := by
    refine lt_of_le_of_ne hs.1 fun h0 => hv0 ?_
    exact dotProduct_star_self_eq_zero.mp (Complex.ext h0.symm hsim)
  have hIre : (Complex.I / 2).re = 0 := by simp
  have hIim : (Complex.I / 2).im = 1 / 2 := by simp
  have him := congrArg Complex.im h
  simp only [Complex.add_im, Complex.sub_im, Complex.mul_im, Complex.add_re, Complex.mul_re,
    Complex.ofReal_re, Complex.ofReal_im, Complex.I_re, Complex.I_im, Complex.zero_im,
    hIre, hIim, hHim, hsim] at him
  simp only [Complex.zero_re] at hg
  nlinarith [mul_pos hη hsre]

omit [Fintype n] in
/-- The adjoint of the inverse Green function is `E - iη - H - iΓ/2`. -/
theorem invGreen_conjTranspose {H Γ : Matrix n n ℂ} (hH : H.IsHermitian)
    (hΓ : Γ.IsHermitian) (E η : ℝ) :
    (invGreen H Γ E η)ᴴ =
      ((E : ℂ) - η * Complex.I) • (1 : Matrix n n ℂ) - H - (Complex.I / 2) • Γ := by
  have h1 : star ((E : ℂ) + η * Complex.I) = (E : ℂ) - η * Complex.I := by
    apply Complex.ext <;> simp
  have h2 : star (Complex.I / 2) = -(Complex.I / 2) := by
    apply Complex.ext <;> simp
    norm_num
  simp only [invGreen, Matrix.conjTranspose_add, Matrix.conjTranspose_sub,
    Matrix.conjTranspose_smul, Matrix.conjTranspose_one, hH.eq, hΓ.eq]
  rw [h1, h2]
  module

/-- For any true inverse `G` of `E + iη - H + iΓ/2`, the spectral function is
`G (Γ + 2η) G*`. -/
theorem spectral_eq {H Γ G : Matrix n n ℂ} (hH : H.IsHermitian) (hΓ : Γ.IsHermitian)
    {E η : ℝ} (hG : invGreen H Γ E η * G = 1) :
    spectral G = G * (Γ + (2 * (η : ℂ)) • (1 : Matrix n n ℂ)) * Gᴴ := by
  have hGA : G * invGreen H Γ E η = 1 := mul_eq_one_comm.mp hG
  have hAG : (invGreen H Γ E η)ᴴ * Gᴴ = 1 := by
    rw [← Matrix.conjTranspose_mul, hGA, Matrix.conjTranspose_one]
  -- for the inverse Green function `A`, `i(A* - A)` is the total broadening `Γ + 2η`
  have hdiff : Complex.I • ((invGreen H Γ E η)ᴴ - invGreen H Γ E η) =
      Γ + (2 * (η : ℂ)) • (1 : Matrix n n ℂ) := by
    rw [invGreen_conjTranspose hH hΓ, invGreen]
    ext i j
    simp only [Matrix.smul_apply, Matrix.sub_apply, Matrix.add_apply, smul_eq_mul]
    linear_combination (-(Γ i j) - 2 * (η : ℂ) * (1 : Matrix n n ℂ) i j) * Complex.I_sq
  rw [← hdiff, spectral, Matrix.mul_smul, Matrix.smul_mul, Matrix.mul_sub, Matrix.sub_mul,
    Matrix.mul_assoc G (invGreen H Γ E η)ᴴ Gᴴ, hAG, hGA, Matrix.mul_one, Matrix.one_mul]

/-- Without numerical broadening, wherever `E - H + iΓ/2` has an inverse `G`, the spectral
function is the lead contribution `G Γ G*` alone. -/
theorem spectral_eq_of_no_broadening {H Γ G : Matrix n n ℂ} (hH : H.IsHermitian)
    (hΓ : Γ.IsHermitian) {E : ℝ} (hG : invGreen H Γ E 0 * G = 1) :
    spectral G = G * Γ * Gᴴ := by
  simpa using spectral_eq hH hΓ hG

/-- On a state with `H v = e v` and `Γ v = 0`, the Green function and its adjoint act as
the numbers `1/(E - e + iη)` and `1/(E - e - iη)`. -/
theorem green_mulVec_bound {H Γ : Matrix n n ℂ} (hH : H.IsHermitian) (hΓ : Γ.PosSemidef)
    (E : ℝ) {η : ℝ} (hη : 0 < η) {v : n → ℂ} {e : ℝ}
    (hHv : H *ᵥ v = (e : ℂ) • v) (hΓv : Γ *ᵥ v = 0) :
    green H Γ E η *ᵥ v = ((E : ℂ) - e + η * Complex.I)⁻¹ • v ∧
      (green H Γ E η)ᴴ *ᵥ v = ((E : ℂ) - e - η * Complex.I)⁻¹ • v := by
  -- an eigenvector of a matrix is an eigenvector of its inverse
  have key : ∀ (B M : Matrix n n ℂ) (z : ℂ), B * M = 1 → z ≠ 0 → M *ᵥ v = z • v →
      B *ᵥ v = z⁻¹ • v := by
    intro B M z hBM hz hM
    have h : z • (B *ᵥ v) = v := by
      rw [← Matrix.mulVec_smul, ← hM, Matrix.mulVec_mulVec, hBM, Matrix.one_mulVec]
    calc B *ᵥ v = z⁻¹ • (z • (B *ᵥ v)) := by rw [smul_smul, inv_mul_cancel₀ hz, one_smul]
      _ = z⁻¹ • v := by rw [h]
  have hAG := invGreen_mul_green hH hΓ E hη
  constructor
  · refine key _ (invGreen H Γ E η) _ (mul_eq_one_comm.mp hAG) ?_ ?_
    · intro h
      have h' := congrArg Complex.im h
      simp at h'
      exact hη.ne' h'
    · simp only [invGreen, Matrix.add_mulVec, Matrix.sub_mulVec, Matrix.smul_mulVec,
        Matrix.one_mulVec, hHv, hΓv, smul_zero]
      module
  · refine key _ (invGreen H Γ E η)ᴴ _ ?_ ?_ ?_
    · rw [← Matrix.conjTranspose_mul, hAG, Matrix.conjTranspose_one]
    · intro h
      have h' := congrArg Complex.im h
      simp at h'
      exact hη.ne' h'
    · rw [invGreen_conjTranspose hH hΓ.isHermitian]
      simp only [Matrix.sub_mulVec, Matrix.smul_mulVec, Matrix.one_mulVec, hHv, hΓv, smul_zero]
      module

/-- The Green function exists and its spectral function is `G (Γ + 2η) G*`; on a unit bound
state of energy `e` decoupled from the leads, `G Γ G*` has expectation zero while the
spectral function has expectation `2η/((E - e)² + η²)`. -/
theorem caroli_misses_bound_state {H Γ : Matrix n n ℂ} (hH : H.IsHermitian)
    (hΓ : Γ.PosSemidef) (E : ℝ) {η : ℝ} (hη : 0 < η) :
    invGreen H Γ E η * green H Γ E η = 1 ∧
    spectral (green H Γ E η) =
      green H Γ E η * (Γ + (2 * (η : ℂ)) • (1 : Matrix n n ℂ)) * (green H Γ E η)ᴴ ∧
    ∀ (v : n → ℂ) (e : ℝ), star v ⬝ᵥ v = 1 → H *ᵥ v = (e : ℂ) • v → Γ *ᵥ v = 0 →
      expectation v (green H Γ E η * Γ * (green H Γ E η)ᴴ) = 0 ∧
      expectation v (spectral (green H Γ E η)) =
        ((2 * η / ((E - e) ^ 2 + η ^ 2) : ℝ) : ℂ) := by
  have hAG := invGreen_mul_green hH hΓ E hη
  refine ⟨hAG, spectral_eq hH hΓ.isHermitian hAG, ?_⟩
  intro v e hv hHv hΓv
  obtain ⟨h1, h2⟩ := green_mulVec_bound hH hΓ E hη hHv hΓv
  constructor
  · rw [expectation, ← Matrix.mulVec_mulVec, ← Matrix.mulVec_mulVec, h2, Matrix.mulVec_smul,
      hΓv, smul_zero, Matrix.mulVec_zero, dotProduct_zero]
  · have hz : (E : ℂ) - e + η * Complex.I ≠ 0 := by
      intro h
      have h' := congrArg Complex.im h
      simp at h'
      exact hη.ne' h'
    have hw : (E : ℂ) - e - η * Complex.I ≠ 0 := by
      intro h
      have h' := congrArg Complex.im h
      simp at h'
      exact hη.ne' h'
    have hd : ((E : ℂ) - e) ^ 2 + (η : ℂ) ^ 2 =
        ((E : ℂ) - e + η * Complex.I) * ((E : ℂ) - e - η * Complex.I) := by
      linear_combination (η : ℂ) ^ 2 * Complex.I_sq
    rw [expectation, spectral, Matrix.smul_mulVec, Matrix.sub_mulVec, h1, h2, ← sub_smul,
      smul_smul, dotProduct_smul, hv, smul_eq_mul, mul_one]
    -- `i` times the difference of the two reciprocals is a Lorentzian
    push_cast
    rw [hd, inv_sub_inv hz hw, ← mul_div_assoc]
    congr 1
    linear_combination (-2 * (η : ℂ)) * Complex.I_sq

/-- Integrated over energy, the spectral function of a unit bound state decoupled from the
leads has weight `2π` for every positive broadening. -/
theorem bound_state_weight {H Γ : Matrix n n ℂ} (hH : H.IsHermitian) (hΓ : Γ.PosSemidef)
    {η : ℝ} (hη : 0 < η) {v : n → ℂ} {e : ℝ} (hv : star v ⬝ᵥ v = 1)
    (hHv : H *ᵥ v = (e : ℂ) • v) (hΓv : Γ *ᵥ v = 0) :
    ∫ E : ℝ, (expectation v (spectral (green H Γ E η))).re = 2 * Real.pi := by
  have hfun : (fun E : ℝ => (expectation v (spectral (green H Γ E η))).re) =
      fun E : ℝ => (2 / η) * (1 + ((E - e) / η) ^ 2)⁻¹ := by
    funext E
    rw [((caroli_misses_bound_state hH hΓ E hη).2.2 v e hv hHv hΓv).2, Complex.ofReal_re]
    have hη2 : η ^ 2 ≠ 0 := by positivity
    have hD : (E - e) ^ 2 + η ^ 2 ≠ 0 := by positivity
    have h : 1 + ((E - e) / η) ^ 2 = ((E - e) ^ 2 + η ^ 2) / η ^ 2 := by
      rw [div_pow, add_div, div_self hη2, add_comm]
    rw [h, inv_div]
    field_simp
  -- shift and rescale the energy to reach the standard Lorentzian
  have h1 : ∫ x : ℝ, (1 + ((x - e) / η) ^ 2)⁻¹ = ∫ x : ℝ, (1 + (x / η) ^ 2)⁻¹ :=
    integral_sub_right_eq_self (fun x : ℝ => (1 + (x / η) ^ 2)⁻¹) e
  have h2 : ∫ x : ℝ, (1 + (x / η) ^ 2)⁻¹ = |η| • ∫ x : ℝ, (1 + x ^ 2)⁻¹ :=
    Measure.integral_comp_div (fun x : ℝ => (1 + x ^ 2)⁻¹) η
  rw [hfun, integral_const_mul, h1, h2, integral_univ_inv_one_add_sq, abs_of_pos hη,
    smul_eq_mul]
  field_simp

/-- A three-site chain with hoppings `4t` and `3t`. -/
def chain (t : ℝ) : Matrix (Fin 3) (Fin 3) ℂ :=
  !![0, 4 * t, 0; 4 * t, 0, 3 * t; 0, 3 * t, 0]

/-- A lead attached with strength `γ` to the middle site of the chain. -/
def middleLead (γ : ℝ) : Matrix (Fin 3) (Fin 3) ℂ := Matrix.diagonal ![0, (γ : ℂ), 0]

/-- A state living on the two outer sites of the chain. -/
def darkState : Fin 3 → ℂ := ![3 / 5, 0, -4 / 5]

/-- The chain with a lead on its middle site has the dark state as a unit bound state of
energy zero, decoupled from the lead. -/
theorem darkState_witness (t : ℝ) {γ : ℝ} (hγ : 0 ≤ γ) :
    (chain t).IsHermitian ∧ (middleLead γ).PosSemidef ∧ star darkState ⬝ᵥ darkState = 1 ∧
      chain t *ᵥ darkState = ((0 : ℝ) : ℂ) • darkState ∧ middleLead γ *ᵥ darkState = 0 := by
  refine ⟨?_, ?_, ?_, ?_, ?_⟩
  · ext i j
    fin_cases i <;> fin_cases j <;> simp [chain, Matrix.conjTranspose_apply]
  · refine Matrix.posSemidef_diagonal_iff.mpr fun i => ?_
    fin_cases i <;> simp [hγ]
  · have h3 : (starRingEnd ℂ) 3 = 3 := Complex.conj_eq_iff_im.mpr (by simp)
    have h4 : (starRingEnd ℂ) 4 = 4 := Complex.conj_eq_iff_im.mpr (by simp)
    have h5 : (starRingEnd ℂ) 5 = 5 := Complex.conj_eq_iff_im.mpr (by simp)
    simp [darkState, dotProduct, Fin.sum_univ_succ, h3, h4, h5]
    norm_num
  · ext i
    fin_cases i <;> simp [chain, darkState, Matrix.mulVec, dotProduct, Fin.sum_univ_succ]
    ring
  · ext i
    fin_cases i <;> simp [middleLead, darkState, Matrix.mulVec_diagonal]

end

end CaroliBoundState
```

```lean
#print axioms CaroliBoundState.spectral_eq_of_no_broadening
-- 'CaroliBoundState.spectral_eq_of_no_broadening' depends on axioms: [propext, Classical.choice, Quot.sound]
#print axioms CaroliBoundState.bound_state_weight
-- 'CaroliBoundState.bound_state_weight' depends on axioms: [propext, Classical.choice, Quot.sound]
```

## Two expectation values for one state

The theorem `caroli_misses_bound_state` takes a Hermitian `H`, a positive semidefinite `Γ`, a real `E` and a positive `η`, and makes three statements. The first is that `green H Γ E η` is a true inverse of \(A=E+i\eta-H+i\Gamma/2\), which the file calls `invGreen`. The second is the identity

\[
i(G-G^*)=G(\Gamma+2\eta)G^* .
\]

The third concerns every vector \(v\) and real number \(e\) with \(v^*v=1\), \(Hv=ev\) and \(\Gamma v=0\). For these,

\[
\langle v,G\Gamma G^*v\rangle=0,\qquad
\langle v,i(G-G^*)v\rangle=\frac{2\eta}{(E-e)^2+\eta^2}.
\]

In Lean, operators are matrices indexed by a finite type `n`, whose elements label the sites or orbitals of the device, taken as an orthonormal basis, and states are functions `n → ℂ`. The adjoint is written `ᴴ`, and `expectation v M` is \(\langle v,Mv\rangle\), conjugate-linear in the first slot. It is a complex number, so the second equation also says that the spectral expectation is real.

## What the broadenings stand for

The matrix \(\Gamma\) describes the escape of electrons into all leads together. In terms of a retarded self-energy \(\Sigma\), it is \(i(\Sigma-\Sigma^*)\). The inverse Green function used here corresponds to \(\Sigma=-i\Gamma/2\), and a Hermitian part of the self-energy can be absorbed into \(H\) at a given energy. That \(\Gamma\) is positive semidefinite means that the leads may damp a state but never amplify it.

The parameter \(\eta\) is the small imaginary energy added in numerical work. It acts as a uniform extra broadening \(2\eta\) on every orbital. The condition \(\Gamma v=0\) says that \(v\) does not itself decay into any lead, which is the sense of "decoupled" here. Together with \(Hv=ev\), which keeps \(v\) from evolving into other states that do decay, it leaves \(\eta\) as the only source of width.

In non-interacting Green-function transport with a finite device matrix, a density matrix assembled from \(G\Gamma G^*\) alone leaves out such a state, and its occupation has to be supplied separately. The word "Caroli" in the theorem's name refers to this product. The Caroli transmission formula, \(\operatorname{Tr}(\Gamma_L G\Gamma_R G^*)\), distinguishes a left from a right lead, whereas the file has a single total broadening and computes neither a transmission nor a current.

The bound state here lies wholly within the device. States with tails in the leads, for which the energy dependence of the self-energy matters, are not treated.

## Why the inverse exists

Suppose \(Av=0\) for some \(v\neq0\). Then

\[
0=\langle v,Av\rangle=(E+i\eta)\,v^*v-\langle v,Hv\rangle+\tfrac{i}{2}\langle v,\Gamma v\rangle .
\]

Since \(H\) is Hermitian, \(\langle v,Hv\rangle\) is real. The imaginary part is therefore

\[
0=\eta\,v^*v+\tfrac12\langle v,\Gamma v\rangle .
\]

The first term is positive and the second is nonnegative, which is a contradiction. Hence \(A\) has trivial kernel and, being a finite square matrix, is invertible.

The lemma `invGreen_mul_green` follows this argument. It assumes that the determinant vanishes, obtains a nonzero kernel vector, takes the imaginary part of the quadratic form, and lets `nlinarith` derive the contradiction from the signs.

## How the spectral identity follows

Taking the adjoint of \(A\) gives \(A^*=E-i\eta-H-i\Gamma/2\), which is `invGreen_conjTranspose`. Subtracting,

\[
A^*-A=-2i\eta-i\Gamma,\qquad i(A^*-A)=\Gamma+2\eta .
\]

Now place this between \(G\) and \(G^*\). Because \(GA=1\), also \(A^*G^*=(GA)^*=1\), and so

\[
G(\Gamma+2\eta)G^*=i\,(GA^*G^*-GAG^*)=i(G-G^*).
\]

In `spectral_eq`, the intermediate fact `hdiff` is the formula for \(i(A^*-A)\), and the final rewriting carries out the cancellation. The lemma needs only Hermitian \(H\) and \(\Gamma\), a real \(\eta\) of either sign or zero, and a matrix \(G\) with \(AG=1\).

Setting \(\eta=0\) gives `spectral_eq_of_no_broadening`, the lead-only formula \(i(G-G^*)=G\Gamma G^*\), valid wherever the inverse exists. If there is a decoupled bound state of energy \(e\), the inverse does not exist at \(E=e\), since there \(Av=0\). The lead-only formula is thus unavailable at the energy where the bound state sits.

## The bound state as an eigenvector of G and G*

Let \(Hv=ev\) and \(\Gamma v=0\), and write \(z=E-e+i\eta\). Then \(Av=zv\) and \(A^*v=\bar z v\). Both numbers are nonzero because their imaginary parts are \(\pm\eta\). Applying \(G\) to the first equation gives \(v=zGv\), and applying \(G^*\) to the second gives \(v=\bar zG^*v\). Therefore

\[
Gv=\frac1z\,v,\qquad G^*v=\frac1{\bar z}\,v .
\]

This is `green_mulVec_bound`, whose internal statement `key` says once, for any matrix with a left inverse, that a nonzero eigenvalue is inverted.

The lead term vanishes because \(G^*\) only rescales \(v\) before \(\Gamma\) annihilates it:

\[
G\Gamma G^*v=\frac1{\bar z}\,G\Gamma v=0 .
\]

For the full spectral function, with \(v^*v=1\),

\[
\langle v,i(G-G^*)v\rangle
=i\left(\frac1z-\frac1{\bar z}\right)
=i\,\frac{\bar z-z}{z\bar z}
=\frac{2\eta}{(E-e)^2+\eta^2}.
\]

The last part of the main proof makes the same moves: `inv_sub_inv` combines the reciprocals, `hd` factors the denominator as \(z\bar z\), and `linear_combination` uses \(i^2=-1\). By the spectral identity, the whole Lorentzian comes from the term \(2\eta\,GG^*\).

## The missing weight does not shrink with η

The theorem `bound_state_weight` keeps \(H\), \(\Gamma\) and \(\eta\) independent of energy and integrates over \(E\). With \(x=(E-e)/\eta\),

\[
\int_{-\infty}^{\infty}\frac{2\eta}{(E-e)^2+\eta^2}\,dE
=2\int_{-\infty}^{\infty}\frac{dx}{1+x^2}=2\pi .
\]

Lean first rewrites the integrand as \((2/\eta)\,(1+((E-e)/\eta)^2)^{-1}\), then shifts by \(e\), rescales by \(\eta\), and uses the standard integral. A smaller \(\eta\) makes the peak narrower and taller but leaves its area unchanged; informally, the limit is \(2\pi\delta(E-e)\).

## A dark state on three sites

The file also gives a concrete device: a chain with zero on-site energies and hoppings \(4t\) and \(3t\), whose middle site touches a lead of strength \(\gamma\ge0\). The state \(v=(3/5,\,0,\,-4/5)\) is normalised, since \(9/25+16/25=1\). The amplitudes arriving at the middle site cancel,

\[
4t\cdot\tfrac35-3t\cdot\tfrac45=0,
\]

and the outer sites receive nothing from the empty middle site, so \(Hv=0\). The lead acts only on the middle site, so \(\Gamma v=0\). The theorem `darkState_witness` checks these facts entry by entry, along with the Hermiticity of the chain and the positivity of the lead matrix.

For numbers, take \(t=1\), \(\gamma=2\), \(E=0.3\) and \(\eta=0.1\) in a common energy unit. Here \(e=0\), so \(z=0.3+0.1i\) and

\[
Gv=\frac{0.3-0.1i}{0.1}\,v=(3-i)v,\qquad G^*v=(3+i)v .
\]

The spectral expectation is \(i[(3-i)-(3+i)]=2\), in inverse energy units. The lead term contributes \(0\), and the numerical broadening contributes \(2\eta\,|3+i|^2=0.2\cdot10=2\), which accounts for all of it.
